# The radial Fourier transform of erfc(ωr)/r: closed form, strict decrease and the finite limit π/ω² for ω > 0

Short-range exact exchange replaces the Coulomb interaction \(1/r\) at electron separation \(r\) by \(\operatorname{erfc}(\omega r)/r\). The screening parameter \(\omega>0\) is an inverse length: the screened interaction is about 16% of \(1/r\) at \(r=1/\omega\) and less than 1% of it from \(r=2/\omega\) on. Its reciprocal-space kernel at wavenumber \(q\) can be defined either by a closed formula or by an integral over real space. Here it is the integral, so the formula is a theorem. For a spherically symmetric \(f\) and a wavevector \(\mathbf q\) of length \(q>0\), the angular integration gives

\[ \int d^3r\, e^{-i\mathbf q\cdot\mathbf r} f(r) = \frac{4\pi}{q}\int_0^\infty r f(r)\sin(qr)\,dr . \]

The right-hand side, with \(f=\operatorname{erfc}(\omega r)/r\), is taken as the definition, and the angular step is assumed in it. The units are atomic, and no factor of \((2\pi)^{-3}\) or of inverse cell volume is included.

## The error functions and the kernel

```lean
import Mathlib

open Real MeasureTheory Set Filter Topology GaussianFourier

namespace ScreenedExchange

noncomputable section
```

After `open Real`, the symbols `exp`, `sin`, `cos` and `π` are the real-valued ones, and `√` is the real square root.

```lean
/-- The error function `erf x = (2/√π) ∫₀ˣ exp(-t²) dt`. -/
def erf (x : ℝ) : ℝ := 2 / √π * ∫ t in (0 : ℝ)..x, exp (-t ^ 2)
```

This is \(\operatorname{erf}x=\frac{2}{\sqrt\pi}\int_0^x e^{-t^2}dt\). The form `(0 : ℝ)..x` is an oriented integral, valid for negative \(x\) too, and `-t ^ 2` means \(-(t^2)\).

```lean
/-- The complementary error function `erfc x = 1 - erf x`. -/
def erfc (x : ℝ) : ℝ := 1 - erf x
```

This is \(\operatorname{erfc}x=1-\operatorname{erf}x\), so \(\operatorname{erfc}0=1\).

```lean
/-- The screened exchange kernel: the radial Fourier transform
`(4π/q) ∫₀^∞ erfc(ω r) sin(q r) dr` of the short-range interaction `erfc(ω r)/r`. -/
def kernel (ω q : ℝ) : ℝ := 4 * π / q * ∫ r in Ioi (0 : ℝ), erfc (ω * r) * sin (q * r)
```

`Ioi (0 : ℝ)` is the open half-line \((0,\infty)\), and `kernel ω q` is

\[ v(\omega,q)=\frac{4\pi}{q}\int_0^\infty \operatorname{erfc}(\omega r)\sin(qr)\,dr . \]

Lean sets division by zero to zero, so `kernel ω 0` is \(0\) and not the physical value, and every theorem on the kernel is restricted to \(q>0\).

## Derivative, decay and tail of erfc

```lean
/-- The derivative of `erfc` at `x` is `-(2/√π) exp(-x²)`. -/
theorem hasDerivAt_erfc (x : ℝ) : HasDerivAt erfc (-(2 / √π * exp (-x ^ 2))) x := by
  have hc : Continuous fun t : ℝ => exp (-t ^ 2) := by fun_prop
  have h := intervalIntegral.integral_hasDerivAt_right (hc.intervalIntegrable 0 x)
    (hc.stronglyMeasurableAtFilter _ _) hc.continuousAt
  exact (h.const_mul (2 / √π)).const_sub 1
```

`HasDerivAt f d x` reads \(f'(x)=d\). The claim \(\operatorname{erfc}'(x)=-\frac{2}{\sqrt\pi}e^{-x^2}\) is the fundamental theorem of calculus for a continuous integrand (`h`), multiplied by \(2/\sqrt\pi\) and subtracted from 1 in the last line.

```lean
/-- `erfc x` tends to zero as `x → ∞`. -/
theorem tendsto_erfc : Tendsto erfc atTop (𝓝 0) := by
  have hi : Integrable fun t : ℝ => exp (-t ^ 2) := by
    simpa using integrable_exp_neg_mul_sq (b := 1) one_pos
  have h := intervalIntegral_tendsto_integral_Ioi 0 hi.integrableOn tendsto_id
  have hv : ∫ t in Ioi (0 : ℝ), exp (-t ^ 2) = √π / 2 := by
    simpa using integral_gaussian_Ioi 1
  rw [hv] at h
  have h2 := (h.const_mul (2 / √π)).const_sub 1
  have e : 1 - 2 / √π * (√π / 2) = 0 := by
    rw [div_mul_div_comm, mul_comm 2, div_self (by positivity), sub_self]
  rw [e] at h2
  exact h2
```

`Tendsto erfc atTop (𝓝 0)` reads \(\operatorname{erfc}x\to0\) as \(x\to\infty\). The integral \(\int_0^x e^{-t^2}dt\) tends to \(\int_0^\infty e^{-t^2}dt=\sqrt\pi/2\) (`h` and `hv`), and \(1-\frac{2}{\sqrt\pi}\cdot\frac{\sqrt\pi}{2}=0\) (`e`).

```lean
/-- `erfc x` is the Gaussian tail `(2/√π) ∫ₓ^∞ exp(-t²) dt`. -/
theorem erfc_eq_tail (x : ℝ) : erfc x = 2 / √π * ∫ t in Ioi x, exp (-t ^ 2) := by
  have hi : Integrable fun t : ℝ => exp (-t ^ 2) := by
    simpa using integrable_exp_neg_mul_sq (b := 1) one_pos
  have hj : Integrable fun t : ℝ => -(2 / √π * exp (-t ^ 2)) := (hi.const_mul (2 / √π)).neg
  have h := integral_Ioi_of_hasDerivAt_of_tendsto' (fun t _ => hasDerivAt_erfc t)
    (hj.integrableOn (s := Ioi x)) tendsto_erfc
  have h' : ∫ t in Ioi x, -(2 / √π * exp (-t ^ 2)) = 0 - erfc x := h
  rw [integral_neg, integral_const_mul] at h'
  linarith
```

Integrating the derivative from \(x\) to infinity gives \(-\frac{2}{\sqrt\pi}\int_x^\infty e^{-t^2}dt=0-\operatorname{erfc}x\), which is `h'`. The tool is `integral_Ioi_of_hasDerivAt_of_tendsto'`: given a derivative that is integrable on a half-line and the limit of the function at infinity, it returns the difference of the boundary values.

```lean
/-- `erfc x` lies between `0` and `(2/√π) e exp(-x)`. -/
theorem erfc_bounds (x : ℝ) : 0 ≤ erfc x ∧ erfc x ≤ 2 / √π * (exp 1 * exp (-x)) := by
  have hi : Integrable fun t : ℝ => exp (-t ^ 2) := by
    simpa using integrable_exp_neg_mul_sq (b := 1) one_pos
  rw [erfc_eq_tail]
  constructor
  · exact mul_nonneg (by positivity) (integral_nonneg fun t => (exp_pos _).le)
  · apply mul_le_mul_of_nonneg_left _ (by positivity)
    rw [← integral_exp_neg_Ioi x, ← integral_const_mul]
    refine integral_mono hi.integrableOn
      (Integrable.const_mul (integrableOn_exp_neg_Ioi x) _) fun t => ?_
    show exp (-t ^ 2) ≤ exp 1 * exp (-t)
    rw [← exp_add]
    apply exp_le_exp.mpr
    nlinarith [sq_nonneg (t - 1), sq_nonneg t]
```

The symbol `∧` is "and", and the statement holds for every real \(x\). The tail integrand is positive, so \(\operatorname{erfc}x\ge0\). For the upper bound, \(e^{-t^2}\le e\cdot e^{-t}\) is equivalent to \(t^2-t+1\ge0\), which follows from \(2(t^2-t+1)=(t-1)^2+t^2+1\); these are the two squares handed to `nlinarith`. With \(\int_x^\infty e^{-t}dt=e^{-x}\),

\[ 0\le\operatorname{erfc}x\le\frac{2}{\sqrt\pi}\,e\,e^{-x}. \]

```lean
/-- For `ω > 0` the function `erfc(ω r) sin(q r)` is integrable on `r > 0`. -/
theorem integrableOn_integrand {ω : ℝ} (hω : 0 < ω) (q : ℝ) :
    IntegrableOn (fun r => erfc (ω * r) * sin (q * r)) (Ioi 0) := by
  have hc : Continuous erfc :=
    continuous_iff_continuousAt.2 fun x => (hasDerivAt_erfc x).continuousAt
  have hm : Continuous fun r : ℝ => erfc (ω * r) * sin (q * r) :=
    (hc.comp (by fun_prop : Continuous fun r : ℝ => ω * r)).mul
      (by fun_prop : Continuous fun r : ℝ => sin (q * r))
  have hb : ∀ r, ‖erfc (ω * r) * sin (q * r)‖ ≤ 2 / √π * (exp 1 * exp (-ω * r)) := by
    intro r
    obtain ⟨h0, h1⟩ := erfc_bounds (ω * r)
    rw [Real.norm_eq_abs, abs_mul, abs_of_nonneg h0, neg_mul]
    exact (mul_le_of_le_one_right h0 (abs_sin_le_one _)).trans h1
  exact Integrable.mono' (Integrable.const_mul
    (Integrable.const_mul (exp_neg_integrableOn_Ioi 0 hω) (exp 1)) (2 / √π))
    hm.aestronglyMeasurable (Eventually.of_forall hb)
```

Here `hω : 0 < ω` is a named hypothesis, and \(q\) is any real number. `IntegrableOn` means absolute convergence. The integrand is continuous (`hm`) and, since \(|\sin|\le1\), bounded in modulus by \(\frac{2}{\sqrt\pi}e\,e^{-\omega r}\) (`hb`), which is integrable for \(\omega>0\). At \(\omega=0\) the integrand would be \(\sin(qr)\), the bare Coulomb case, whose integral does not converge for \(q>0\).

## The cosine transform of a Gaussian

```lean
/-- Cosine transform of a Gaussian: for `a > 0`,
`∫₀^∞ exp(-a x²) cos(q x) dx = (√(π/a)/2) exp(-q²/(4a))`. -/
theorem integral_gauss_cos {a : ℝ} (ha : 0 < a) (q : ℝ) :
    ∫ x in Ioi (0 : ℝ), exp (-a * x ^ 2) * cos (q * x)
      = √(π / a) / 2 * exp (-q ^ 2 / (4 * a)) := by
  have hb : (-(a : ℂ)).re < 0 := by simpa using ha
  have h := integral_cexp_quadratic hb (Complex.I * q) 0
  have hi := integrable_cexp_quadratic' hb (Complex.I * q) 0
  have e1 : ((π : ℂ) / -(-(a : ℂ))) ^ (1 / 2 : ℂ) = ((√(π / a) : ℝ) : ℂ) := by
    rw [Real.sqrt_eq_rpow, Complex.ofReal_cpow (by positivity)]
    simp
  have e2 : 0 - (Complex.I * q) ^ 2 / (4 * -(a : ℂ)) = ((-q ^ 2 / (4 * a) : ℝ) : ℂ) := by
    push_cast
    rw [mul_pow, Complex.I_sq]
    ring
  have e3 : ∀ x : ℝ, (Complex.exp (-(a : ℂ) * x ^ 2 + Complex.I * q * x + 0)).re
      = exp (-a * x ^ 2) * cos (q * x) := by
    intro x
    have : -(a : ℂ) * x ^ 2 + Complex.I * q * x + 0
        = ((-a * x ^ 2 : ℝ) : ℂ) + ((q * x : ℝ) : ℂ) * Complex.I := by
      push_cast
      ring
    rw [this, Complex.exp_re]
    simp only [Complex.add_re, Complex.ofReal_re, Complex.mul_re, Complex.I_re, Complex.I_im,
      Complex.ofReal_im, Complex.add_im, Complex.mul_im, mul_zero, mul_one, sub_zero, add_zero,
      zero_add]
  -- real part of the complex Gaussian integral over the whole line
  have hr := Complex.reCLM.integral_comp_comm hi
  rw [h, e1, e2, ← Complex.ofReal_exp, ← Complex.ofReal_mul] at hr
  simp only [Complex.reCLM_apply, e3, Complex.ofReal_re] at hr
  -- the integrand is even
  have e4 : ∀ x : ℝ, cos (q * |x|) = cos (q * x) := by
    intro x
    rcases abs_choice x with hx | hx <;> simp [hx]
  have h2 : ∫ x : ℝ, exp (-a * |x| ^ 2) * cos (q * |x|)
      = 2 * ∫ x in Ioi (0 : ℝ), exp (-a * x ^ 2) * cos (q * x) :=
    integral_comp_abs (f := fun x => exp (-a * x ^ 2) * cos (q * x))
  simp only [e4, sq_abs] at h2
  linarith
```

For \(a>0\) and real \(q\), completing the square gives

\[ \int_{-\infty}^{\infty} e^{-ax^2+iqx}\,dx=\sqrt{\frac{\pi}{a}}\;e^{-q^2/4a}. \]

Mathlib supplies this as `integral_cexp_quadratic`, for an exponent with quadratic coefficient \(-a\), linear coefficient \(iq\) and constant \(0\). The steps `e1` and `e2` show that the prefactor and the exponent on the right are the real numbers written above. The real part of the integrand is \(e^{-ax^2}\cos(qx)\) (`e3`), and taking the real part commutes with the integral (`hr`). That function is even, so the whole line gives twice the half-line (`e4`, `h2`):

\[ \int_0^\infty e^{-ax^2}\cos(qx)\,dx=\frac12\sqrt{\frac{\pi}{a}}\;e^{-q^2/4a}. \]

## The closed form

```lean
/-- For `ω, q > 0` the screened exchange kernel equals `4π (1 - exp(-q²/(4ω²)))/q²`. -/
theorem kernel_eq {ω q : ℝ} (hω : 0 < ω) (hq : 0 < q) :
    kernel ω q = 4 * π * (1 - exp (-q ^ 2 / (4 * ω ^ 2))) / q ^ 2 := by
  -- integrate the derivative of erfc(ω r) cos(q r) over r > 0
  have hd : ∀ r, HasDerivAt (fun r => erfc (ω * r) * cos (q * r))
      (-(2 / √π * ω) * (exp (-ω ^ 2 * r ^ 2) * cos (q * r))
        - q * (erfc (ω * r) * sin (q * r))) r := by
    intro r
    have h1 : ∀ c : ℝ, HasDerivAt (fun r => c * r) c r := fun c => by
      simpa using (hasDerivAt_id' r).const_mul c
    have h2 := HasDerivAt.comp r (hasDerivAt_erfc (ω * r)) (h1 ω)
    have h3 : HasDerivAt (fun r => erfc (ω * r))
      (-(2 / √π * exp (-(ω * r) ^ 2)) * ω) r := h2
    rw [show -(ω * r) ^ 2 = -ω ^ 2 * r ^ 2 by ring] at h3
    refine (h3.fun_mul (h1 q).cos).congr_deriv ?_
    ring
  have ht : Tendsto (fun r => erfc (ω * r)) atTop (𝓝 0) :=
    tendsto_erfc.comp (tendsto_id.const_mul_atTop hω)
  have hlim : Tendsto (fun r => erfc (ω * r) * cos (q * r)) atTop (𝓝 0) := by
    refine squeeze_zero_norm (fun r => ?_) ht
    have h0 := (erfc_bounds (ω * r)).1
    rw [Real.norm_eq_abs, abs_mul, abs_of_nonneg h0]
    exact mul_le_of_le_one_right h0 (abs_cos_le_one _)
  have hg : Integrable fun r : ℝ => exp (-ω ^ 2 * r ^ 2) * cos (q * r) := by
    refine Integrable.mono' (integrable_exp_neg_mul_sq (pow_pos hω 2))
      (Continuous.aestronglyMeasurable (by fun_prop)) (Eventually.of_forall fun r => ?_)
    rw [Real.norm_eq_abs, abs_mul, abs_of_pos (exp_pos _)]
    exact mul_le_of_le_one_right (exp_pos _).le (abs_cos_le_one _)
  have i1 := Integrable.const_mul (hg.integrableOn (s := Ioi 0)) (-(2 / √π * ω))
  have i2 := Integrable.const_mul (integrableOn_integrand hω q) q
  have i3 : IntegrableOn (fun r => -(2 / √π * ω) * (exp (-ω ^ 2 * r ^ 2) * cos (q * r))
      - q * (erfc (ω * r) * sin (q * r))) (Ioi 0) := Integrable.sub i1 i2
  have h := integral_Ioi_of_hasDerivAt_of_tendsto' (fun r _ => hd r) i3 hlim
  have h' : ∫ r in Ioi (0 : ℝ), (-(2 / √π * ω) * (exp (-ω ^ 2 * r ^ 2) * cos (q * r))
      - q * (erfc (ω * r) * sin (q * r))) = 0 - erfc (ω * 0) * cos (q * 0) := h
  have h0 : erfc (ω * 0) = 1 := by simp [erfc, erf]
  rw [integral_sub i1 i2, integral_const_mul, integral_const_mul,
    integral_gauss_cos (pow_pos hω 2), h0, mul_zero q, cos_zero, Real.sqrt_div pi_pos.le,
    Real.sqrt_sq hω.le] at h'
  have hp : 0 < √π := by positivity
  have e : 2 / √π * ω * (√π / ω / 2) = 1 := by field_simp
  unfold kernel
  generalize (∫ r in Ioi (0 : ℝ), erfc (ω * r) * sin (q * r)) = J at h' ⊢
  generalize exp (-q ^ 2 / (4 * ω ^ 2)) = E at h' ⊢
  have hJ : q * J = 1 - E := by linear_combination -h' - E * e
  rw [← hJ]
  field_simp
```

For \(\omega>0\) and \(q>0\) the theorem states

\[ v(\omega,q)=\frac{4\pi\left(1-e^{-q^2/4\omega^2}\right)}{q^2}. \]

The argument is an integration by parts. Put \(F(r)=\operatorname{erfc}(\omega r)\cos(qr)\). The chain and product rules (`hd`) give

\[ F'(r)=-\frac{2\omega}{\sqrt\pi}\,e^{-\omega^2r^2}\cos(qr)-q\,\operatorname{erfc}(\omega r)\sin(qr). \]

The boundary values are \(F(0)=1\) (from `h0`) and \(F(r)\to0\), because \(|F(r)|\le\operatorname{erfc}(\omega r)\) (`hlim`). Both terms of \(F'\) are integrable (`i1`, `i2`), so the integral may be split. Write \(J=\int_0^\infty\operatorname{erfc}(\omega r)\sin(qr)\,dr\) and \(E=e^{-q^2/4\omega^2}\), the names that `generalize` introduces. The Gaussian formula with \(a=\omega^2\) turns \(\int_0^\infty F'\,dr=-1\) into

\[ -\frac{2\omega}{\sqrt\pi}\cdot\frac{\sqrt\pi}{2\omega}\,E-qJ=-1 . \]

The prefactor of \(E\) has modulus 1 (`e`), hence \(qJ=1-E\) (`hJ`), and \(v=4\pi J/q=4\pi(1-E)/q^2\).

## Strict decrease in q

```lean
/-- For `ω > 0` the screened exchange kernel is strictly decreasing in `q` on `q > 0`. -/
theorem kernel_strictAntiOn {ω : ℝ} (hω : 0 < ω) : StrictAntiOn (kernel ω) (Ioi 0) := by
  intro p hp q hq hpq
  have hp0 : 0 < p := hp
  have hq0 : 0 < q := hq
  rw [kernel_eq hω hp0, kernel_eq hω hq0]
  have ha : 0 < p ^ 2 / q ^ 2 := by positivity
  have hb : 0 < 1 - p ^ 2 / q ^ 2 :=
    sub_pos.2 ((div_lt_one (by positivity)).2 (by nlinarith))
  have hne : -q ^ 2 / (4 * ω ^ 2) ≠ 0 :=
    div_ne_zero (neg_ne_zero.2 (by positivity)) (by positivity)
  -- strict convexity of exp between -q²/(4ω²) and 0
  have h := strictConvexOn_exp.2 (mem_univ _) (mem_univ 0) hne ha hb (by ring)
  simp only [smul_eq_mul, mul_zero, add_zero, exp_zero, mul_one] at h
  have e : p ^ 2 / q ^ 2 * (-q ^ 2 / (4 * ω ^ 2)) = -p ^ 2 / (4 * ω ^ 2) := by field_simp
  rw [e] at h
  generalize exp (-q ^ 2 / (4 * ω ^ 2)) = E at h ⊢
  have e2 : 4 * π * (1 - E) / q ^ 2 = 4 * π * (p ^ 2 / q ^ 2 * (1 - E)) / p ^ 2 := by
    field_simp
  rw [e2]
  apply div_lt_div_of_pos_right _ (by positivity)
  apply mul_lt_mul_of_pos_left _ (by positivity)
  linarith
```

`StrictAntiOn (kernel ω) (Ioi 0)` says that \(0<p<q\) implies \(v(\omega,q)<v(\omega,p)\). Let \(\lambda=p^2/q^2\), so that \(0<\lambda<1\) (`ha`, `hb`), and let \(x=-q^2/4\omega^2\neq0\) (`hne`). Strict convexity of the exponential between \(x\) and \(0\) gives \(e^{\lambda x}<\lambda e^{x}+(1-\lambda)\), that is

\[ \lambda\,(1-e^{x})<1-e^{\lambda x},\qquad \lambda x=-\frac{p^2}{4\omega^2}. \]

Multiply by \(4\pi/p^2\). The left side becomes \(4\pi(1-e^{x})/q^2=v(\omega,q)\), which is the rewriting `e2`, and the right side is \(v(\omega,p)\).

## The limit at small q

```lean
/-- For `ω > 0` the screened exchange kernel tends to `π/ω²` as `q → 0⁺`. -/
theorem kernel_tendsto {ω : ℝ} (hω : 0 < ω) :
    Tendsto (kernel ω) (𝓝[>] 0) (𝓝 (π / ω ^ 2)) := by
  -- the kernel is a difference quotient in s = q²
  have hd : HasDerivAt (fun s : ℝ => 4 * π * (1 - exp (-s / (4 * ω ^ 2)))) (π / ω ^ 2) 0 := by
    refine ((((hasDerivAt_id' (0 : ℝ)).fun_neg.div_const (4 * ω ^ 2)).exp.const_sub
      1).const_mul (4 * π)).congr_deriv ?_
    simp only [neg_zero, zero_div, exp_zero]
    ring
  have h2 : Tendsto (fun q : ℝ => q ^ 2) (𝓝 0) (𝓝 0) := by
    simpa using (continuous_pow 2).tendsto (0 : ℝ)
  have hs : Tendsto (fun q : ℝ => q ^ 2) (𝓝[>] 0) (𝓝[>] 0) :=
    tendsto_nhdsWithin_iff.2 ⟨h2.mono_left nhdsWithin_le_nhds,
      eventually_mem_nhdsWithin.mono fun q hq => pow_pos (show 0 < q from hq) 2⟩
  refine (hd.tendsto_slope_zero_right.comp hs).congr' ?_
  filter_upwards [self_mem_nhdsWithin] with q hq
  rw [kernel_eq hω hq]
  simp only [Function.comp_apply, smul_eq_mul, zero_add, neg_zero, zero_div, exp_zero]
  ring
```

`𝓝[>] 0` is approach to zero from above, so the statement is \(\lim_{q\to0^+}v(\omega,q)=\pi/\omega^2\). Define \(g(s)=4\pi\left(1-e^{-s/4\omega^2}\right)\). Then \(g(0)=0\) and \(g'(0)=4\pi/4\omega^2=\pi/\omega^2\) (`hd`). For \(q>0\) the closed form is a difference quotient,

\[ v(\omega,q)=\frac{g(q^2)-g(0)}{q^2}, \]

and \(s=q^2\) tends to zero from above with \(q\) (`hs`). The line with `tendsto_slope_zero_right` composes the two limits, and `filter_upwards` identifies the quotient with the kernel for \(q>0\), where `kernel_eq` applies.

## Positivity and two upper bounds

```lean
/-- For `ω, q > 0` the screened exchange kernel is positive, below `π/ω²`, and below `4π/q²`. -/
theorem kernel_bounds {ω q : ℝ} (hω : 0 < ω) (hq : 0 < q) :
    0 < kernel ω q ∧ kernel ω q < π / ω ^ 2 ∧ kernel ω q < 4 * π / q ^ 2 := by
  rw [kernel_eq hω hq]
  have hneg : -q ^ 2 / (4 * ω ^ 2) < 0 :=
    div_neg_of_neg_of_pos (neg_lt_zero.2 (by positivity)) (by positivity)
  have h1 := sub_pos.2 ((exp_lt_exp.2 hneg).trans_eq exp_zero)
  have h2 := Real.add_one_lt_exp hneg.ne
  have h0 := exp_pos (-q ^ 2 / (4 * ω ^ 2))
  have h3 := neg_div (4 * ω ^ 2) (q ^ 2)
  refine ⟨div_pos (mul_pos (by positivity) h1) (by positivity), ?_, ?_⟩
  · have e : π / ω ^ 2 = 4 * π * (q ^ 2 / (4 * ω ^ 2)) / q ^ 2 := by field_simp
    rw [e]
    apply div_lt_div_of_pos_right _ (by positivity)
    apply mul_lt_mul_of_pos_left _ (by positivity)
    linarith
  · apply div_lt_div_of_pos_right _ (by positivity)
    nlinarith [mul_pos pi_pos h0]

end

end ScreenedExchange
```

For \(\omega,q>0\) the three claims are \(0<v\), \(v<\pi/\omega^2\) and \(v<4\pi/q^2\). Let \(u=q^2/4\omega^2>0\), so that \(v=4\pi(1-e^{-u})/q^2\). From \(e^{-u}<1\) (`h1`) the kernel is positive. From \(1-u<e^{-u}\) (`h2`, the inequality \(1+x<e^x\) at \(x=-u\neq0\)) comes \(1-e^{-u}<u\), and \(4\pi u/q^2=\pi/\omega^2\). From \(e^{-u}>0\) (`h0`) comes \(1-e^{-u}<1\), hence \(v<4\pi/q^2\). At fixed \(q>0\) the closed form tends to \(4\pi/q^2\) as \(\omega\to0^+\), because \(e^{-q^2/4\omega^2}\to0\); this limit is the kernel of the unscreened Coulomb interaction, and the file contains no theorem for it.

```lean
#print axioms ScreenedExchange.kernel_strictAntiOn
-- 'ScreenedExchange.kernel_strictAntiOn' depends on axioms: [propext, Classical.choice, Quot.sound]
#print axioms ScreenedExchange.kernel_tendsto
-- 'ScreenedExchange.kernel_tendsto' depends on axioms: [propext, Classical.choice, Quot.sound]
#print axioms ScreenedExchange.kernel_bounds
-- 'ScreenedExchange.kernel_bounds' depends on axioms: [propext, Classical.choice, Quot.sound]
```

## Exchange sums and the value at q = 0

In a plane-wave treatment of exact exchange the interaction kernel is evaluated at \(q=|\mathbf k-\mathbf k'+\mathbf G|\), for Bloch vectors \(\mathbf k,\mathbf k'\) and reciprocal lattice vectors \(\mathbf G\). There the bare \(4\pi/q^2\) diverges as \(q\to0\) while the screened kernel stays below \(\pi/\omega^2\), a statement about the isotropic one-parameter kernel alone, without orbitals, pair densities or sums over \(\mathbf k\) and \(\mathbf G\).

The same integration of a total derivative gives the transform at \(\mathbf q=0\), where the three-dimensional integral is \(4\pi\int_0^\infty r\operatorname{erfc}(\omega r)\,dr\); the file contains no theorem for this value. Take \(F(r)=\tfrac12r^2\operatorname{erfc}(\omega r)\), which vanishes at both ends. Then

\[ \int_0^\infty r\operatorname{erfc}(\omega r)\,dr=\frac{\omega}{\sqrt\pi}\int_0^\infty r^2e^{-\omega^2r^2}dr=\frac{\omega}{\sqrt\pi}\cdot\frac{\sqrt\pi}{4\omega^3}=\frac{1}{4\omega^2}, \]

and multiplication by \(4\pi\) gives \(\pi/\omega^2\), the number that `kernel_tendsto` finds as the limit.
